# $(x+iy)^l$ as the highest-weight solid harmonic of degree $l$

In units of $\hbar$, the orbital angular momentum of a particle is $\mathbf L=-i\,\mathbf r\times\nabla$, and its raising operator is $L_+=L_x+iL_y$. A solid harmonic of degree $l$ is a homogeneous polynomial of degree $l$ in $x,y,z$ with zero Laplacian. We look for the one at the top of the ladder, with $L_zf=lf$ and $L_+f=0$. It is $(x+iy)^l$ for every $l=0,1,2,\dots$, and up to a factor no other homogeneous polynomial of degree $l$ has $L_z$ eigenvalue $l$.

```lean
import Mathlib

open MvPolynomial
open Complex (I)

namespace HighestWeightSolidHarmonic

noncomputable section
```

The functions are polynomials with complex coefficients. Lean numbers the coordinates from zero, so $x,y,z$ are `X 0`, `X 1`, `X 2`. A complex number $a$ regarded as a constant polynomial is `C a`, and `I` is the imaginary unit.

```lean
/-- Complex polynomials in the Cartesian coordinates x = X 0, y = X 1, z = X 2. -/
abbrev Poly := MvPolynomial (Fin 3) ℂ
```

## Angular momentum as first-order operators

Each component of $\mathbf L$ is a derivation: a linear map that obeys the product rule. The notation `∂[i]` stands for the partial derivative in coordinate $i$. The first component is $L_x=-i(y\partial_z-z\partial_y)$.

```lean
local notation "∂[" i "]" => (pderiv i : Derivation ℂ Poly Poly)

/-- The angular momentum component L_x = -i (y ∂_z - z ∂_y). -/
def Lx : Derivation ℂ Poly Poly := (-I) • ((X 1 : Poly) • ∂[2] - (X 2 : Poly) • ∂[1])
```

The other two follow cyclically: $L_y=-i(z\partial_x-x\partial_z)$,

```lean
/-- The angular momentum component L_y = -i (z ∂_x - x ∂_z). -/
def Ly : Derivation ℂ Poly Poly := (-I) • ((X 2 : Poly) • ∂[0] - (X 0 : Poly) • ∂[2])
```

and $L_z=-i(x\partial_y-y\partial_x)$.

```lean
/-- The angular momentum component L_z = -i (x ∂_y - y ∂_x). -/
def Lz : Derivation ℂ Poly Poly := (-I) • ((X 0 : Poly) • ∂[1] - (X 1 : Poly) • ∂[0])
```

The raising operator is again a derivation.

```lean
/-- The raising operator L_plus = L_x + i L_y. -/
def Lplus : Derivation ℂ Poly Poly := Lx + I • Ly
```

The second-order operators $L^2=L_x^2+L_y^2+L_z^2$ and $\nabla^2$ don't obey the product rule, so they are defined as plain functions on polynomials.

```lean
/-- The total angular momentum L² = L_x² + L_y² + L_z². -/
def Lsq (f : Poly) : Poly := Lx (Lx f) + Ly (Ly f) + Lz (Lz f)

/-- The Laplacian ∂_x² + ∂_y² + ∂_z². -/
def laplacian (f : Poly) : Poly := ∑ i, ∂[i] (∂[i] f)
```

Write $u=x+iy$. This is not the reduced radial function that often carries the same letter.

```lean
/-- The linear polynomial u = x + i y. -/
def u : Poly := X 0 + C I * X 1
```

The combinations $\partial_\pm=\partial_x\pm i\partial_y$ will shift the $L_z$ eigenvalue.

```lean
/-- The derivative ∂_x + i ∂_y. -/
def dPlus : Derivation ℂ Poly Poly := ∂[0] + I • ∂[1]

/-- The derivative ∂_x - i ∂_y. -/
def dMinus : Derivation ℂ Poly Poly := ∂[0] - I • ∂[1]
```

## The action on $u$ and its powers

The `ring` normalisation behind `linear_combination` treats `C I` as an unknown symbol, so $i^2=-1$ is supplied as an identity. Later calls of `linear_combination` use it wherever $i^2$ appears.

```lean
private lemma hI : (C I : Poly) * C I = -1 := by
  rw [← C_mul, Complex.I_mul_I, map_neg, map_one]
```

For any derivation $D$, the power rule reads $D(f^n)=n f^{n-1}Df$.

```lean
private lemma der_pow (D : Derivation ℂ Poly Poly) (f : Poly) (n : ℕ) :
    D (f ^ n) = (n : Poly) * (f ^ (n - 1) * D f) := by
  rw [D.leibniz_pow]
  simp only [nsmul_eq_mul, smul_eq_mul]
```

Also $n f^{n-1}f=nf^n$. This holds at $n=0$ too, where both sides vanish.

```lean
private lemma pow_pred (f : Poly) (n : ℕ) :
    (n : Poly) * (f ^ (n - 1) * f) = n * f ^ n := by
  cases n <;> simp [pow_succ]
```

The gradient of $u$ is $(1,i,0)$.

```lean
private lemma du : ∂[0] u = 1 ∧ ∂[1] u = C I ∧ ∂[2] u = 0 := by
  refine ⟨?_, ?_, ?_⟩ <;> simp [u, pderiv_X]
```

Inserting it into the components gives
$$L_xu=-i(-z\,i)=-z,\qquad L_yu=-iz,\qquad L_zu=-i(ix-y)=u.$$

```lean
/-- The components of L act on u = x + i y by L_x u = -z, L_y u = -i z and L_z u = u. -/
theorem L_u : Lx u = -X 2 ∧ Ly u = -(C I * X 2) ∧ Lz u = u := by
  refine ⟨?_, ?_, ?_⟩ <;>
    simp only [Lx, Ly, Lz, Derivation.smul_apply, Derivation.sub_apply, smul_eq_mul,
      smul_eq_C_mul, map_neg, du.1, du.2.1, du.2.2]
  · linear_combination (X 2 : Poly) * hI
  · ring
  · rw [u]
    linear_combination (-X 0 : Poly) * hI
```

Hence $L_+u=-z+i(-iz)=0$, and the power rule gives
$$L_zu^l=l\,u^{l-1}u=l\,u^l,\qquad L_+u^l=l\,u^{l-1}L_+u=0.$$
The Laplacian vanishes because the gradient of $u$ has square zero:
$$\nabla^2u^l=l(l-1)u^{l-2}(1+i^2+0)=0.$$
For $l=0$ and $l=1$ the prefactor is already zero. The polynomial is homogeneous of degree $l$ as a power of a linear form, and nonzero because its value at $(1,0,0)$ is 1. The theorem states these five properties in one conjunction.

```lean
/-- For every l the polynomial (x + i y)^l is a nonzero harmonic polynomial, homogeneous of
degree l, with L_z f = l f and L_plus f = 0. -/
theorem highest_weight (l : ℕ) :
    u ^ l ≠ 0 ∧ (u ^ l).IsHomogeneous l ∧ laplacian (u ^ l) = 0 ∧
      Lz (u ^ l) = (l : ℂ) • u ^ l ∧ Lplus (u ^ l) = 0 := by
  refine ⟨?_, ?_, ?_, ?_, ?_⟩
  · -- the value at the point (1, 0, 0) is 1
    intro h
    have h1 := congrArg (eval ![1, 0, 0]) h
    simp [u] at h1
  · have h : u.IsHomogeneous 1 := (isHomogeneous_X ℂ 0).add (isHomogeneous_C_mul_X I 1)
    simpa using h.pow l
  · -- the gradient (1, i, 0) of u has square zero
    simp only [laplacian, Fin.sum_univ_three, der_pow, du.1, du.2.1, du.2.2, mul_one, mul_zero,
      map_zero, Derivation.leibniz, Derivation.map_natCast, Derivation.map_one_eq_zero,
      derivation_C, smul_eq_mul]
    linear_combination ((l : Poly) * ((l - 1 : ℕ) : Poly) * u ^ (l - 1 - 1)) * hI
  · rw [der_pow, L_u.2.2, pow_pred, smul_eq_C_mul, map_natCast]
  · have h : Lplus u = 0 := by
      simp only [Lplus, Derivation.add_apply, Derivation.smul_apply, L_u.1, L_u.2.1,
        smul_eq_C_mul]
      linear_combination (-X 2 : Poly) * hI
    rw [der_pow, h, mul_zero, mul_zero]
```

## The eigenvalue $l(l+1)$

For the total angular momentum we also need $L_xz=-iy$ and $L_yz=ix$. Applying each transverse component twice,
$$L_x^2u^l=l(l-1)u^{l-2}z^2+il\,y\,u^{l-1},$$
$$L_y^2u^l=-l(l-1)u^{l-2}z^2+l\,x\,u^{l-1}.$$
The terms in $z^2$ cancel and the rest add up to $l\,u^{l-1}(x+iy)=l\,u^l$. With $L_z^2u^l=l^2u^l$ the total is $l(l+1)u^l$. The final `linear_combination` carries out this cancellation.

```lean
/-- The polynomial (x + i y)^l satisfies L² f = l (l + 1) f. -/
theorem total_angular_momentum (l : ℕ) :
    Lsq (u ^ l) = ((l : ℂ) * (l + 1)) • u ^ l := by
  have hxz : Lx (X 2) = -(C I * X 1) := by
    simp [Lx, pderiv_X, smul_eq_C_mul]
  have hyz : Ly (X 2) = C I * X 0 := by
    simp [Ly, pderiv_X, smul_eq_C_mul]
  have hu : u = X 0 + C I * X 1 := rfl
  have hz : Lz (Lz (u ^ l)) = (l : Poly) * (l * u ^ l) := by
    rw [(highest_weight l).2.2.2.1, Derivation.map_smul, (highest_weight l).2.2.2.1]
    simp only [smul_eq_C_mul, map_natCast]
  rw [Lsq, hz]
  simp only [der_pow, L_u.1, L_u.2.1, Derivation.leibniz, Derivation.map_natCast, map_neg,
    derivation_C, hxz, hyz, smul_eq_mul, smul_eq_C_mul, map_mul, map_add, map_natCast, map_one]
  -- the terms in z² cancel, and x + i y is collected into u
  linear_combination ((l : Poly) * ((l - 1 : ℕ) : Poly) * u ^ (l - 1 - 1) * X 2 ^ 2
    - l * u ^ (l - 1) * X 0) * hI + pow_pred u l - (l * u ^ (l - 1)) * hu
```

The polynomial is unnormalised, which does not affect the eigenvalues. With the Condon–Shortley phase, the spherical harmonic normalised on the unit sphere is
$$Y_{ll}=\frac{(-1)^l}{2^l\,l!}\sqrt{\frac{(2l+1)!}{4\pi}}\;\frac{(x+iy)^l}{r^l}.$$

## Derivatives shift the weight

From $[L_z,\partial_x]=i\partial_y$ and $[L_z,\partial_y]=-i\partial_x$ it follows that
$$[L_z,\partial_\pm]=\pm\partial_\pm,\qquad[L_z,\partial_z]=0.$$
When $L_zf=\mu f$, we call $\mu$ the weight of $f$. In that case $L_z\partial_\pm f=(\mu\pm1)\partial_\pm f$ and $L_z\partial_zf=\mu\,\partial_zf$. A commutator of derivations is a derivation, and two derivations that agree on $x,y,z$ are equal. `derivation_ext` therefore reduces each commutator to three checks.

```lean
/-- If L_z f = μ f, then ∂_x + i ∂_y, ∂_x - i ∂_y and ∂_z send f to solutions g of
L_z g = (μ + 1) g, L_z g = (μ - 1) g and L_z g = μ g respectively. -/
theorem weight_shift {μ : ℂ} {f : Poly} (h : Lz f = μ • f) :
    Lz (dPlus f) = (μ + 1) • dPlus f ∧ Lz (dMinus f) = (μ - 1) • dMinus f ∧
      Lz (∂[2] f) = μ • ∂[2] f := by
  -- commutators of derivations need only be checked on the coordinates
  have hp : ⁅Lz, dPlus⁆ = dPlus := by
    apply derivation_ext
    intro i
    fin_cases i <;> simp [Derivation.commutator_apply, Lz, dPlus, pderiv_X,
      smul_eq_C_mul, hI]
  have hm : ⁅Lz, dMinus⁆ = -dMinus := by
    apply derivation_ext
    intro i
    fin_cases i <;> simp [Derivation.commutator_apply, Lz, dMinus, pderiv_X,
      smul_eq_C_mul, hI]
  have h0 : ⁅Lz, ∂[2]⁆ = 0 := by
    apply derivation_ext
    intro i
    fin_cases i <;> simp [Derivation.commutator_apply, Lz, pderiv_X,
      smul_eq_C_mul]
  have ep := DFunLike.congr_fun hp f
  have em := DFunLike.congr_fun hm f
  have e0 := DFunLike.congr_fun h0 f
  rw [Derivation.commutator_apply, h, Derivation.map_smul] at ep em e0
  rw [Derivation.neg_apply] at em
  rw [Derivation.zero_apply] at e0
  refine ⟨?_, ?_, sub_eq_zero.mp e0⟩
  · rw [sub_eq_iff_eq_add.mp ep]
    module
  · rw [sub_eq_iff_eq_add.mp em]
    module
```

Each of these derivatives takes a homogeneous polynomial of degree $n+1$ to a homogeneous polynomial of degree $n$, possibly zero.

```lean
private lemma d_hom {n : ℕ} {f : Poly} (hf : f.IsHomogeneous (n + 1)) :
    (dPlus f).IsHomogeneous n ∧ (dMinus f).IsHomogeneous n ∧ (∂[2] f).IsHomogeneous n := by
  have h (i : Fin 3) : ∂[i] f ∈ homogeneousSubmodule (Fin 3) ℂ n := hf.pderiv
  exact ⟨(homogeneousSubmodule (Fin 3) ℂ n).add_mem (h 0) (Submodule.smul_mem _ I (h 1)),
    (homogeneousSubmodule (Fin 3) ℂ n).sub_mem (h 0) (Submodule.smul_mem _ I (h 1)), h 2⟩
```

Euler's identity $nf=x\partial_xf+y\partial_yf+z\partial_zf$, rewritten with $\partial_\pm$, becomes
$$2nf=u\,\partial_-f+(x-iy)\,\partial_+f+2z\,\partial_zf.$$

```lean
private lemma euler {n : ℕ} {f : Poly} (hf : f.IsHomogeneous n) :
    2 * (n : Poly) * f = u * dMinus f + (X 0 - C I * X 1) * dPlus f + 2 * X 2 * ∂[2] f := by
  have h := hf.sum_X_mul_pderiv
  rw [Fin.sum_univ_three, nsmul_eq_mul] at h
  simp only [u, dMinus, dPlus, Derivation.add_apply, Derivation.sub_apply,
    Derivation.smul_apply, smul_eq_C_mul]
  linear_combination (-2 : Poly) * h + (2 * X 1 * ∂[1] f) * hI
```

A homogeneous polynomial of degree 0 is a constant, which starts both inductions below.

```lean
private lemma const_of_hom {f : Poly} (hf : f.IsHomogeneous 0) : ∃ a, f = C a :=
  ⟨_, totalDegree_eq_zero_iff_eq_C.mp (Nat.le_zero.mp hf.totalDegree_le)⟩
```

## No weight above the degree

Let $f$ be homogeneous of degree $n$ with $L_zf=mf$ for an integer $m>n$. Then $f=0$. For $n=0$, $f$ is a constant, so $0=L_zf=mf$ with $m\neq0$. For degree $n+1$, the derivatives $\partial_+f,\partial_-f,\partial_zf$ have degree $n$ and weights $m+1,m-1,m$, all above $n$. They vanish by induction, and Euler's identity gives $2(n+1)f=0$.

```lean
/-- A homogeneous polynomial of degree n with L_z f = m f for an integer m > n is zero. -/
theorem eq_zero_of_degree_lt_weight {n : ℕ} {m : ℤ} {f : Poly} (hf : f.IsHomogeneous n)
    (h : Lz f = (m : ℂ) • f) (hnm : (n : ℤ) < m) : f = 0 := by
  induction n generalizing m f with
  | zero =>
    obtain ⟨a, rfl⟩ := const_of_hom hf
    rw [derivation_C] at h
    have hm : (m : ℂ) ≠ 0 := Int.cast_ne_zero.mpr (by omega)
    exact (smul_eq_zero.mp h.symm).resolve_left hm
  | succ n ih =>
    -- all first derivatives vanish by induction, so Euler's identity gives f = 0
    obtain ⟨wp, wm, w0⟩ := weight_shift h
    obtain ⟨gp, gm, g0⟩ := d_hom hf
    have zp := ih (m := m + 1) gp (by push_cast; exact wp) (by omega)
    have zm := ih (m := m - 1) gm (by push_cast; exact wm) (by omega)
    have z0 := ih g0 w0 (by omega)
    have he := euler hf
    rw [zp, zm, z0, mul_zero, mul_zero, mul_zero, add_zero, add_zero] at he
    exact (mul_eq_zero.mp he).resolve_left
      (mul_ne_zero two_ne_zero (Nat.cast_ne_zero.mpr n.succ_ne_zero))
```

## Uniqueness at the top

Now let $f$ have degree and weight both equal to $l$. For $l=0$ it is a constant. For $l=n+1$, the derivatives $\partial_+f$ and $\partial_zf$ have degree $n$ but weights $n+2$ and $n+1$, so both vanish. The remaining derivative $\partial_-f$ has degree and weight $n$, so by induction it equals $c\,u^n$ for some number $c$. Euler's identity then gives
$$f=\frac{c}{2(n+1)}\,u^{n+1}.$$
The theorem assumes neither $\nabla^2f=0$ nor $L_+f=0$; both follow from its conclusion. It allows $f=0$, with factor zero. Some bound on the degree is needed, since $z\,u^l$ also has $L_z$ eigenvalue $l$.

```lean
/-- Every homogeneous polynomial of degree l with L_z f = l f is a scalar multiple of
(x + i y)^l. -/
theorem highest_weight_unique {l : ℕ} {f : Poly} (hf : f.IsHomogeneous l)
    (h : Lz f = (l : ℂ) • f) : ∃ c : ℂ, f = c • u ^ l := by
  induction l generalizing f with
  | zero =>
    obtain ⟨a, rfl⟩ := const_of_hom hf
    exact ⟨a, by rw [pow_zero, smul_eq_C_mul, mul_one]⟩
  | succ n ih =>
    obtain ⟨wp, wm, w0⟩ := weight_shift h
    obtain ⟨gp, gm, g0⟩ := d_hom hf
    -- two derivatives have weight above their degree; the third is known by induction
    have zp := eq_zero_of_degree_lt_weight (m := (n : ℤ) + 2) gp
      (by rw [wp]; congr 1; push_cast; ring) (by omega)
    have z0 := eq_zero_of_degree_lt_weight (m := (n : ℤ) + 1) g0
      (by push_cast at w0 ⊢; exact w0) (by omega)
    obtain ⟨c, hc⟩ := ih gm (by rw [wm]; congr 1; push_cast; ring)
    have he := euler hf
    rw [zp, z0, hc, mul_zero, mul_zero, add_zero, add_zero, smul_eq_C_mul] at he
    have hn : ((n + 1 : ℕ) : ℂ) ≠ 0 := Nat.cast_ne_zero.mpr n.succ_ne_zero
    have hk : 2 * ((n + 1 : ℕ) : Poly) * C (c / (2 * ((n + 1 : ℕ) : ℂ))) = C c := by
      have h2 : 2 * ((n + 1 : ℕ) : Poly) = C (2 * ((n + 1 : ℕ) : ℂ)) := by
        rw [C_mul, map_natCast, map_ofNat]
      rw [h2, ← C_mul]
      exact congrArg C (by field_simp)
    refine ⟨c / (2 * ((n + 1 : ℕ) : ℂ)), ?_⟩
    have hN : 2 * ((n + 1 : ℕ) : Poly) ≠ 0 :=
      mul_ne_zero two_ne_zero (Nat.cast_ne_zero.mpr n.succ_ne_zero)
    apply mul_left_cancel₀ hN
    rw [smul_eq_C_mul]
    linear_combination he - u ^ (n + 1) * hk

end

end HighestWeightSolidHarmonic
```

```lean
#print axioms HighestWeightSolidHarmonic.highest_weight
#print axioms HighestWeightSolidHarmonic.total_angular_momentum
#print axioms HighestWeightSolidHarmonic.highest_weight_unique
```

```
'HighestWeightSolidHarmonic.highest_weight' depends on axioms: [propext, Classical.choice, Quot.sound]
'HighestWeightSolidHarmonic.total_angular_momentum' depends on axioms: [propext, Classical.choice, Quot.sound]
'HighestWeightSolidHarmonic.highest_weight_unique' depends on axioms: [propext, Classical.choice, Quot.sound]
```

For a single spinless particle in a central potential, $u^l$ supplies the angular part of the states with $m=l$, including the hydrogenic ones. The step from the polynomial to such a wavefunction is multiplication by a radial factor, which commutes with $\mathbf L$; that step, like the normalisation above, belongs to ordinary analysis and has no part in the Lean development.
